# An operator on a finite-dimensional complex space whose expectation value vanishes in every state is zero

The theorem `eq_zero_of_expect_eq_zero` concerns an arbitrary complex matrix A indexed by a finite type, not assumed Hermitian. Here `expect A ψ` is the unnormalised form ⟨ψ, Aψ⟩, which for nonzero ψ gives the normalised expectation value after division by ⟨ψ, ψ⟩. The statement is that if this form vanishes for every vector ψ, then A = 0. The attempt first polarises with x + y and x + iy to get `hpol`, saying that every amplitude ⟨x, Ay⟩ vanishes. It then takes x = Ay to conclude Ay = 0 from ⟨Ay, Ay⟩ = 0, and reads off the entries on basis vectors.

This version doesn't compile in Lean 4 with Mathlib:

```lean
import Mathlib

open Matrix

namespace VirialNotSufficient

noncomputable section

variable {n : Type*} [Fintype n] [DecidableEq n]

/-- The expectation value ⟨ψ, A ψ⟩ of the operator `A` in the (not necessarily normalised) state `ψ`. -/
def expect (A : Matrix n n ℂ) (ψ : n → ℂ) : ℂ := star ψ ⬝ᵥ A *ᵥ ψ

/-- An operator on a complex space whose expectation value vanishes in every state is zero. -/
theorem eq_zero_of_expect_eq_zero (A : Matrix n n ℂ) (h : ∀ ψ, expect A ψ = 0) : A = 0 := by
  -- all transition amplitudes vanish, by polarisation with x + y and x + i y
  have hpol : ∀ x y : n → ℂ, star x ⬝ᵥ A *ᵥ y = 0 := by
    intro x y
    have hx := h x
    have hy := h y
    have h1 := h (x + y)
    have h2 := h (x + Complex.I • y)
    simp only [expect, star_add, star_smul, Matrix.mulVec_add, Matrix.mulVec_smul,
      add_dotProduct, dotProduct_add, smul_dotProduct, dotProduct_smul, smul_eq_mul,
      Complex.star_def, Complex.conj_I] at hx hy h1 h2
    have h3 : Complex.I * (star x ⬝ᵥ A *ᵥ y - star y ⬝ᵥ A *ᵥ x) = 0 := by
      linear_combination h2 - hx + Complex.I ^ 2 * hy
    have h4 : star x ⬝ᵥ A *ᵥ y - star y ⬝ᵥ A *ᵥ x = 0 :=
      (mul_eq_zero.mp h3).resolve_left Complex.I_ne_zero
    linear_combination (1 / 2 : ℂ) * (h1 + h4 - hx - hy)
  -- hence A y is orthogonal to itself for every y
  have hmul : ∀ y : n → ℂ, A *ᵥ y = 0 := fun y =>
    dotProduct_star_self_eq_zero.mp (hpol (A *ᵥ y) y)
  ext i j
  have := congrFun (hmul (Pi.single j 1)) i
  simpa [Matrix.mulVec, dotProduct, Pi.single_apply] using this

end

end VirialNotSufficient
```

Messages:

```
Main.lean:33:4: error(lean.synthInstanceFailed): failed to synthesize instance of type class
  PartialOrder ℂ

Hint: Type class instance resolution failures can be inspected with the `set_option trace.Meta.synthInstance true` command.
Main.lean:33:4: error(lean.synthInstanceFailed): failed to synthesize instance of type class
  StarOrderedRing ℂ

Hint: Type class instance resolution failures can be inspected with the `set_option trace.Meta.synthInstance true` command.
Main.lean:15:90: error: unsolved goals
case refine_1
n : Type u_1
inst✝¹ : Fintype n
inst✝ : DecidableEq n
A : Matrix n n ℂ
h : ∀ (ψ : n → ℂ), expect A ψ = 0
hpol : ∀ (x y : n → ℂ), star x ⬝ᵥ A *ᵥ y = 0
⊢ (n → ℂ) → PartialOrder ℂ

case refine_2
n : Type u_1
inst✝¹ : Fintype n
inst✝ : DecidableEq n
A : Matrix n n ℂ
h : ∀ (ψ : n → ℂ), expect A ψ = 0
hpol : ∀ (x y : n → ℂ), star x ⬝ᵥ A *ᵥ y = 0
⊢ ∀ (y : n → ℂ), StarOrderedRing ℂ
```

The first two messages come from `dotProduct_star_self_eq_zero`, which passes from `star v ⬝ᵥ v = 0` to `v = 0`. It asks for a `PartialOrder` and a `StarOrderedRing` structure on the scalars, and instance search finds neither for ℂ here. Mathlib keeps the order on ℂ in the scope `ComplexOrder`, and the file opens only `Matrix`. The third message reports the same two missing instances, now left as unsolved goals under the binder `y` of `hmul`. No message concerns `hpol`.

The repair removes `hmul` and that lemma, so no order on ℂ is needed. After `ext i j`, it applies `hpol` to the basis vectors `Pi.single i 1` and `Pi.single j 1`. The left factor is then `star (Pi.single i 1)`, while `single_dotProduct` matches a bare `Pi.single`. So `hstar` shows componentwise, splitting on `k = i`, that this vector is fixed by `star`. Rewriting with `hstar`, `single_dotProduct` and `one_mul` turns `hij` into the vanishing of component `i` of `A *ᵥ Pi.single j 1`. The old proof had drawn that same fact from `hmul`, and the same `simpa` lemmas reduce it to `A i j = 0`. The new comment is tidying.

The repair, with which the file compiles:

```diff
@@ -29,10 +29,12 @@
       (mul_eq_zero.mp h3).resolve_left Complex.I_ne_zero
     linear_combination (1 / 2 : ℂ) * (h1 + h4 - hx - hy)
-  -- hence A y is orthogonal to itself for every y
-  have hmul : ∀ y : n → ℂ, A *ᵥ y = 0 := fun y =>
-    dotProduct_star_self_eq_zero.mp (hpol (A *ᵥ y) y)
+  -- the entry A i j is the amplitude between basis vectors i and j
   ext i j
-  have := congrFun (hmul (Pi.single j 1)) i
-  simpa [Matrix.mulVec, dotProduct, Pi.single_apply] using this
+  have hij := hpol (Pi.single i 1) (Pi.single j 1)
+  have hstar : star (Pi.single i 1 : n → ℂ) = Pi.single i 1 := by
+    ext k
+    by_cases hk : k = i <;> simp [hk]
+  rw [hstar, single_dotProduct, one_mul] at hij
+  simpa [Matrix.mulVec, dotProduct, Pi.single_apply] using hij
 
 end
```
